# In a quadratic lattice model, the Harris energy error is second order and can have either sign

## Is a one-shot Harris energy an upper bound?

I build an input density from overlapping atomic densities, solve the one-particle problem once, and take the Harris energy as the total energy without iterating. The Kohn-Sham energy is minimal at the self-consistent density, so a wrong density can only raise it. Yet I have seen Harris energies below the converged value. Does the error have a definite sign, at least when everything is quadratic?

## The interaction kernel decides

It does if the interaction kernel is definite and the self-consistent density is stable: a negative definite kernel puts the Harris energy above the converged value, a positive definite one below.

Let $r$ be a density, a real vector over finitely many sites (not a position). Take the noninteracting kinetic energy $T_s=\tfrac12 r\cdot Kr$ with $K$ positive definite, the interaction energy (Hartree plus exchange-correlation) $G=\tfrac12 r\cdot Wr$ with $W$ symmetric, and an external potential $v$. Then

$$E_{KS}[r]=\tfrac12 r\cdot Kr+v\cdot r+\tfrac12 r\cdot Wr,$$

which is stationary at $r_0$ when $(K+W)r_0=-v$.

The band energy in a potential $u$ is $B[u]=\inf_s(\tfrac12 s\cdot Ks+u\cdot s)$. If $Kr=-u$, completing the square gives

$$\tfrac12 s\cdot Ks+u\cdot s=\tfrac12(s-r)\cdot K(s-r)-\tfrac12 r\cdot Kr,$$

so $B[u]=-\tfrac12 r\cdot Kr$. The Harris energy at input $n$ is

$$E_H[n]=B[v+Wn]+\tfrac12 n\cdot Wn-n\cdot Wn.$$

For $n=r_0+d$, write the output density as $r_0+y$. It satisfies $K(r_0+y)=-(v+Wr_0+Wd)$. Subtracting $Kr_0=-v-Wr_0$ leaves $Ky=-Wd$. Hence

$$E_H[r_0+d]=-\tfrac12(r_0+y)\cdot K(r_0+y)-\tfrac12(r_0+d)\cdot W(r_0+d).$$

Since $v\cdot r_0=-r_0\cdot(K+W)r_0$, also $E_{KS}[r_0]=-\tfrac12 r_0\cdot(K+W)r_0$. In the difference $\Delta=E_H[r_0+d]-E_{KS}[r_0]$, the linear terms $-r_0\cdot Ky-r_0\cdot Wd$ cancel. With $y\cdot Ky=-y\cdot Wd$ and $y=-K^{-1}Wd$,

$$\Delta=\tfrac12 d\cdot W(y-d)=-\tfrac12 d\cdot(W+WK^{-1}W)d.$$

For the sign, expand

$$2\Delta=y\cdot(K+W)y-(d-y)\cdot W(d-y).$$

If $W$ is negative definite and $K+W$ positive definite, this is positive for $d\neq0$: the first term is positive unless $y=0$, and then the second gives $-d\cdot Wd>0$. If $W$ is positive definite, $2\Delta=-y\cdot Ky-d\cdot Wd<0$. On one site, $\Delta=-w(k+w)d^2/(2k)$, positive for $-k<w<0$.

A slip that hides all this is to evaluate the band term at the input density instead of the output density. The expression then collapses to $E_{KS}[n]$, whose error is $\tfrac12 d\cdot(K+W)d$.

In the Lean code, `⬝ᵥ` is the dot product and `*ᵥ` applies a matrix to a vector. `K.PosDef` includes symmetry, and `h0` is the stationarity condition; the existence of `r0` is assumed. Physically, $K$ is the stiffness of the noninteracting system, and positive definite $K+W$ makes $r_0$ a strict minimum. `harris_sub_kohnSham` states the error formula, `kohnSham_lt_harris` and `harris_lt_kohnSham` the two signs, and `one_site` the one-site inequality for $-k<w<0$.

Densities may be negative, and the particle number is free, whereas your calculation fixes it. The true functionals are also not quadratic: the model stands at best for their second-order expansions about $r_0$, and the theorems give no bound on the remainder.

```lean
import Mathlib

open Matrix

namespace HarrisFunctional

noncomputable section

variable {ι : Type*} [Fintype ι]

/-- The quadratic energy `r·A r / 2` of a density `r` on the lattice. -/
def quadEnergy (A : Matrix ι ι ℝ) (r : ι → ℝ) : ℝ := (r ⬝ᵥ A *ᵥ r) / 2

/-- The Kohn-Sham energy: kinetic energy, energy in the external potential `v`, and
interaction energy, all at the density `r`. -/
def kohnShamEnergy (K W : Matrix ι ι ℝ) (v r : ι → ℝ) : ℝ :=
  quadEnergy K r + v ⬝ᵥ r + quadEnergy W r

/-- The band energy: the infimum over all densities of the energy of noninteracting
particles in the potential `u`. It is meant for positive definite `K`. -/
def bandEnergy (K : Matrix ι ι ℝ) (u : ι → ℝ) : ℝ :=
  ⨅ r : ι → ℝ, (quadEnergy K r + u ⬝ᵥ r)

/-- The Harris energy at the input density `n`: the band energy in the effective potential
`v + W n`, plus the interaction energy, minus the double-counted term `n·W n`.
It is meant for positive definite `K` and symmetric `W`. -/
def harrisEnergy (K W : Matrix ι ι ℝ) (v n : ι → ℝ) : ℝ :=
  bandEnergy K (v + W *ᵥ n) + quadEnergy W n - n ⬝ᵥ W *ᵥ n

/-- The output density error `-K⁻¹ W d` caused by an input density error `d`,
for invertible `K`. -/
def outputError [DecidableEq ι] (K W : Matrix ι ι ℝ) (d : ι → ℝ) : ι → ℝ :=
  -(K⁻¹ *ᵥ (W *ᵥ d))

/-- A symmetric kernel couples two densities reciprocally. -/
theorem dot_symm {A : Matrix ι ι ℝ} (hA : A.IsSymm) (x y : ι → ℝ) :
    x ⬝ᵥ A *ᵥ y = y ⬝ᵥ A *ᵥ x := by
  rw [Matrix.dotProduct_mulVec, ← Matrix.mulVec_transpose, hA.eq]
  exact dotProduct_comm _ _

/-- If `(K + W) r0 = -v`, the external energy of any density `x` is fixed by its
coupling to `r0`. -/
theorem euler_dot {K W : Matrix ι ι ℝ} {v r0 : ι → ℝ}
    (h0 : (K + W) *ᵥ r0 = -v) (x : ι → ℝ) :
    v ⬝ᵥ x = -(x ⬝ᵥ K *ᵥ r0 + x ⬝ᵥ W *ᵥ r0) := by
  rw [← dotProduct_add, ← Matrix.add_mulVec, h0, dotProduct_neg, neg_neg]
  exact dotProduct_comm _ _

/-- For positive definite `K`, a density `r` with `K r = -u` gives the band energy in the
potential `u` as minus its kinetic energy. -/
theorem bandEnergy_eq {K : Matrix ι ι ℝ} (hK : K.PosDef) {u r : ι → ℝ}
    (h : K *ᵥ r = -u) : bandEnergy K u = -quadEnergy K r := by
  have hs : K.IsSymm :=
    (Matrix.conjTranspose_eq_transpose_of_trivial K).symm.trans hK.isHermitian.eq
  have hu : ∀ s, u ⬝ᵥ s = -(s ⬝ᵥ K *ᵥ r) := by
    intro s
    rw [h, dotProduct_neg, neg_neg]
    exact dotProduct_comm _ _
  -- completing the square bounds the energy from below
  have hmin : ∀ s, -quadEnergy K r ≤ quadEnergy K s + u ⬝ᵥ s := by
    intro s
    have hp := hK.posSemidef.dotProduct_mulVec_nonneg (s - r)
    simp only [star_trivial, Matrix.mulVec_sub, sub_dotProduct, dotProduct_sub] at hp
    have h1 := dot_symm hs r s
    rw [hu]
    unfold quadEnergy
    linarith
  have hb : BddBelow (Set.range fun s : ι → ℝ => quadEnergy K s + u ⬝ᵥ s) := by
    refine ⟨-quadEnergy K r, ?_⟩
    rintro _ ⟨s, rfl⟩
    exact hmin s
  unfold bandEnergy
  apply le_antisymm
  · -- the bound is attained at `r`
    refine (ciInf_le hb r).trans_eq ?_
    show quadEnergy K r + u ⬝ᵥ r = -quadEnergy K r
    rw [hu]
    unfold quadEnergy
    ring
  · exact le_ciInf hmin

/-- If `K` and `W` are symmetric and `(K + W) r0 = -v`, a density error `d` changes the
Kohn-Sham energy by `d·(K + W) d / 2`. -/
theorem kohnSham_sub_kohnSham {K W : Matrix ι ι ℝ} (hK : K.IsSymm) (hW : W.IsSymm)
    {v r0 : ι → ℝ} (h0 : (K + W) *ᵥ r0 = -v) (d : ι → ℝ) :
    kohnShamEnergy K W v (r0 + d) - kohnShamEnergy K W v r0
      = (d ⬝ᵥ (K + W) *ᵥ d) / 2 := by
  have h1 := euler_dot h0 d
  have h2 := dot_symm hK r0 d
  have h3 := dot_symm hW r0 d
  simp only [kohnShamEnergy, quadEnergy, Matrix.mulVec_add, Matrix.add_mulVec,
    add_dotProduct, dotProduct_add]
  linarith

variable [DecidableEq ι]

/-- For positive definite `K`, the output error `y` solves the linear response equation
`K y = -W d`. -/
theorem mulVec_outputError {K : Matrix ι ι ℝ} (hK : K.PosDef) (W : Matrix ι ι ℝ)
    (d : ι → ℝ) : K *ᵥ outputError K W d = -(W *ᵥ d) := by
  have hKK : K * K⁻¹ = 1 := Matrix.mul_nonsing_inv K hK.det_pos.ne'.isUnit
  have hinv : ∀ x : ι → ℝ, K *ᵥ (K⁻¹ *ᵥ x) = x := fun x => by
    rw [Matrix.mulVec_mulVec, hKK, Matrix.one_mulVec]
  rw [outputError, Matrix.mulVec_neg, hinv]

/-- For positive definite `K`, symmetric `W` and `(K + W) r0 = -v`, the Harris error is half
the interaction of the input error with the output-minus-input difference. -/
theorem harris_sub_eq_output {K W : Matrix ι ι ℝ} (hK : K.PosDef) (hW : W.IsSymm)
    {v r0 : ι → ℝ} (h0 : (K + W) *ᵥ r0 = -v) (d : ι → ℝ) :
    harrisEnergy K W v (r0 + d) - kohnShamEnergy K W v r0
      = (d ⬝ᵥ W *ᵥ (outputError K W d - d)) / 2 := by
  have hs : K.IsSymm :=
    (Matrix.conjTranspose_eq_transpose_of_trivial K).symm.trans hK.isHermitian.eq
  have hy := mulVec_outputError hK W d
  generalize outputError K W d = y at hy ⊢
  -- `r0 + y` is the output density of the input `r0 + d`
  have hout : K *ᵥ (r0 + y) = -(v + W *ᵥ (r0 + d)) := by
    have hv : v = -(K *ᵥ r0 + W *ᵥ r0) := by
      rw [← Matrix.add_mulVec, h0, neg_neg]
    rw [Matrix.mulVec_add, Matrix.mulVec_add, hy, hv]
    abel
  have e1 : r0 ⬝ᵥ K *ᵥ y = -(r0 ⬝ᵥ W *ᵥ d) := by rw [hy, dotProduct_neg]
  have e2 : y ⬝ᵥ K *ᵥ y = -(y ⬝ᵥ W *ᵥ d) := by rw [hy, dotProduct_neg]
  have s1 := dot_symm hs y r0
  have s2 := dot_symm hW y d
  have s3 := dot_symm hW d r0
  have h1 := euler_dot h0 r0
  rw [harrisEnergy, bandEnergy_eq hK hout]
  simp only [kohnShamEnergy, quadEnergy, Matrix.mulVec_add, Matrix.mulVec_sub,
    add_dotProduct, dotProduct_add, dotProduct_sub]
  linarith

/-- For positive definite `K`, symmetric `W` and `(K + W) r0 = -v`, the Harris energy at
`r0 + d` minus the Kohn-Sham energy at `r0` is `-d·(W + W K⁻¹ W) d / 2`. -/
theorem harris_sub_kohnSham {K W : Matrix ι ι ℝ} (hK : K.PosDef) (hW : W.IsSymm)
    {v r0 : ι → ℝ} (h0 : (K + W) *ᵥ r0 = -v) (d : ι → ℝ) :
    harrisEnergy K W v (r0 + d) - kohnShamEnergy K W v r0
      = -(d ⬝ᵥ (W + W * K⁻¹ * W) *ᵥ d) / 2 := by
  rw [harris_sub_eq_output hK hW h0]
  simp only [outputError, Matrix.add_mulVec, ← Matrix.mulVec_mulVec, Matrix.mulVec_sub,
    Matrix.mulVec_neg, dotProduct_add, dotProduct_sub, dotProduct_neg]
  ring

/-- Let `K` and `W` be symmetric, `W` negative definite, `K + W` positive definite and
`(K + W) r0 = -v`. Then any nonzero density error puts the Harris energy above the
Kohn-Sham energy at `r0`. -/
theorem kohnSham_lt_harris {K W : Matrix ι ι ℝ} (hK : K.IsSymm) (hW : W.IsSymm)
    (hneg : ∀ x : ι → ℝ, x ≠ 0 → x ⬝ᵥ W *ᵥ x < 0)
    (hpos : ∀ x : ι → ℝ, x ≠ 0 → 0 < x ⬝ᵥ (K + W) *ᵥ x)
    {v r0 d : ι → ℝ} (h0 : (K + W) *ᵥ r0 = -v) (hd : d ≠ 0) :
    kohnShamEnergy K W v r0 < harrisEnergy K W v (r0 + d) := by
  have hKp : K.PosDef := by
    refine Matrix.posDef_iff_dotProduct_mulVec.2
      ⟨(Matrix.conjTranspose_eq_transpose_of_trivial K).trans hK.eq, fun x hx => ?_⟩
    have h1 := hneg x hx
    have h2 := hpos x hx
    rw [Matrix.add_mulVec, dotProduct_add] at h2
    rw [star_trivial]
    linarith
  have hr := harris_sub_eq_output hKp hW h0 d
  have hy := mulVec_outputError hKp W d
  generalize outputError K W d = y at hr hy
  rcases eq_or_ne y 0 with rfl | hy0
  · have h1 := hneg d hd
    rw [zero_sub, Matrix.mulVec_neg, dotProduct_neg] at hr
    linarith
  · -- twice the error is `y·(K + W) y - (d - y)·W (d - y)`
    have h1 := hpos y hy0
    have h2 : (d - y) ⬝ᵥ W *ᵥ (d - y) ≤ 0 := by
      rcases eq_or_ne (d - y) 0 with h | h
      · rw [h, zero_dotProduct]
      · exact (hneg _ h).le
    have e : y ⬝ᵥ K *ᵥ y = -(y ⬝ᵥ W *ᵥ d) := by rw [hy, dotProduct_neg]
    have s := dot_symm hW y d
    simp only [Matrix.add_mulVec, Matrix.mulVec_sub, sub_dotProduct, dotProduct_add,
      dotProduct_sub] at h1 h2 hr
    linarith

/-- For positive definite `K`, symmetric positive definite `W` and `(K + W) r0 = -v`, any
nonzero density error puts the Harris energy below the Kohn-Sham energy at `r0`. -/
theorem harris_lt_kohnSham {K W : Matrix ι ι ℝ} (hK : K.PosDef) (hW : W.IsSymm)
    (hpos : ∀ x : ι → ℝ, x ≠ 0 → 0 < x ⬝ᵥ W *ᵥ x)
    {v r0 d : ι → ℝ} (h0 : (K + W) *ᵥ r0 = -v) (hd : d ≠ 0) :
    harrisEnergy K W v (r0 + d) < kohnShamEnergy K W v r0 := by
  have hr := harris_sub_eq_output hK hW h0 d
  have hy := mulVec_outputError hK W d
  generalize outputError K W d = y at hr hy
  have h1 := hpos d hd
  have h2 := hK.posSemidef.dotProduct_mulVec_nonneg y
  rw [star_trivial, hy, dotProduct_neg] at h2
  have s := dot_symm hW y d
  rw [Matrix.mulVec_sub, dotProduct_sub] at hr
  linarith

/-- One site with `-k < w < 0` and `(k + w) r0 = -v`: the Harris energy at `r0 + d` with
`d ≠ 0` lies above the Kohn-Sham energy at `r0`. -/
theorem one_site {k w v r0 d : ℝ} (hkw : -k < w) (hw : w < 0)
    (h0 : (k + w) * r0 = -v) (hd : d ≠ 0) :
    kohnShamEnergy !![k] !![w] ![v] ![r0]
      < harrisEnergy !![k] !![w] ![v] (![r0] + ![d]) := by
  have q : ∀ (a : ℝ) (x : Fin 1 → ℝ), x ⬝ᵥ !![a] *ᵥ x = a * x 0 ^ 2 := by
    intro a x
    simp [Matrix.mulVec, dotProduct]
    ring
  have hsymm : ∀ a : ℝ, (!![a] : Matrix (Fin 1) (Fin 1) ℝ).IsSymm := fun a =>
    Matrix.IsSymm.ext fun i j => by rw [Subsingleton.elim i j]
  have hsq : ∀ x : Fin 1 → ℝ, x ≠ 0 → 0 < x 0 ^ 2 := by
    intro x hx
    have hx0 : x 0 ≠ 0 := fun h => hx (by
      funext i
      rw [Subsingleton.elim i 0]
      exact h)
    positivity
  refine kohnSham_lt_harris (hsymm k) (hsymm w) ?_ ?_ ?_ ?_
  · intro x hx
    rw [q]
    exact mul_neg_of_neg_of_pos hw (hsq x hx)
  · intro x hx
    rw [Matrix.add_mulVec, dotProduct_add, q, q, ← add_mul]
    exact mul_pos (by linarith) (hsq x hx)
  · funext i
    fin_cases i
    simp [Matrix.mulVec, dotProduct]
    linarith
  · intro h
    exact hd (congrFun h 0)

end

end HarrisFunctional
```

```lean
#print axioms HarrisFunctional.kohnSham_sub_kohnSham
-- 'HarrisFunctional.kohnSham_sub_kohnSham' depends on axioms: [propext, Classical.choice, Quot.sound]
#print axioms HarrisFunctional.harris_sub_kohnSham
-- 'HarrisFunctional.harris_sub_kohnSham' depends on axioms: [propext, Classical.choice, Quot.sound]
#print axioms HarrisFunctional.harris_lt_kohnSham
-- 'HarrisFunctional.harris_lt_kohnSham' depends on axioms: [propext, Classical.choice, Quot.sound]
#print axioms HarrisFunctional.one_site
-- 'HarrisFunctional.one_site' depends on axioms: [propext, Classical.choice, Quot.sound]
```

`bandEnergy_eq` completes the square, and `mulVec_outputError` proves $Ky=-Wd$. In `harris_sub_eq_output`, `generalize` replaces the explicit output error by a vector `y` known only through that equation. `dot_symm` and `euler_dot` supply the exchanges and the external energy, and `linarith` combines the resulting scalar terms. `harris_sub_kohnSham` then inserts $K^{-1}$. `kohnSham_lt_harris` first obtains positive definite $K$ from $K=(K+W)-W$, then treats $y=0$ and $y\neq0$ separately, as above. `kohnSham_sub_kohnSham` gives the Kohn-Sham error for comparison.

The device to look at closely is the infimum `⨅` in `bandEnergy`. Over the reals, Lean assigns the value 0 to the infimum of a set unbounded below, so `ciInf_le` demands a proof of boundedness, here `hb`. Completing the square provides it. `ciInf_le` at the minimiser then gives one inequality and `le_ciInf` the other, so the band energy is a true minimum over all densities and not a stationary value put in by definition.
